# A level-shifted pair functional is unbounded below on a trial space containing a vector fixed by O with negative shifted energy

On a real inner product space, the pair functional of a trial vector u is ⟨u, (H + δO)u⟩ + 2⟨(1 − O)u, v⟩, where H and O are linear maps, v is a fixed vector and δ is a real level shift. The theorem supposes that a subspace S contains a vector w, not necessarily normalised, with Ow = w and ⟨w, Hw⟩ + δ‖w‖² < 0, so that the normalised expectation value ⟨w, Hw⟩/‖w‖² lies below −δ. It concludes that for every real c some vector in S gives the functional a value below c. The proof follows the multiples tw: the term in v vanishes, the functional becomes t² times a negative number, and a large enough t takes it below c.

In Lean, a first try:

```lean
import Mathlib

open scoped InnerProductSpace

namespace UnboundedBelow

noncomputable section

variable {E : Type*} [NormedAddCommGroup E] [InnerProductSpace ℝ E]

/-- The pair functional `⟨u, (H + δ O) u⟩ + 2 ⟨(1 - O) u, v⟩` with level shift `δ`. -/
def pairFunctional (H O : E →ₗ[ℝ] E) (v : E) (δ : ℝ) (u : E) : ℝ :=
  ⟪u, H u + δ • O u⟫_ℝ + 2 * ⟪u - O u, v⟫_ℝ

/-- If a basis subspace contains some `w = O w` with `⟨w, H w⟩ + δ ‖w‖² < 0`, the pair
functional takes arbitrarily low values on that subspace. -/
theorem unbounded_below (H O : E →ₗ[ℝ] E) (v : E) (S : Submodule ℝ E) (δ : ℝ)
    {w : E} (hwS : w ∈ S) (hw : O w = w) (hneg : ⟪w, H w⟫_ℝ + δ * ‖w‖ ^ 2 < 0)
    (c : ℝ) : ∃ u ∈ S, pairFunctional H O v δ u < c := by
  -- along the ray through `w` the linear term vanishes
  have ray : ∀ t : ℝ, pairFunctional H O v δ (t • w) =
      t ^ 2 * (⟪w, H w⟫_ℝ + δ * ‖w‖ ^ 2) := by
    intro t
    simp only [pairFunctional, map_smul, hw, sub_self, inner_zero_left, inner_add_right,
      real_inner_smul_left, real_inner_smul_right, real_inner_self_eq_norm_sq]
    ring
  -- a downward parabola passes below every level
  have key : ∀ a : ℝ, a < 0 → ∃ t : ℝ, t ^ 2 * a < c := by
    intro a ha
    have hb : 0 ≤ |c| / (-a) := div_nonneg (abs_nonneg c) (by linarith)
    have hba : |c| / (-a) * (-a) = |c| := div_mul_cancel₀ _ (by linarith)
    generalize |c| / (-a) = b at hb hba
    refine ⟨1 + b, ?_⟩
    have e : (1 + b) ^ 2 * a = a - 2 * |c| - b * |c| := by
      linear_combination (-(2 + b)) * hba
    have := mul_nonneg hb (abs_nonneg c)
    linarith [neg_abs_le c, abs_nonneg c]
  obtain ⟨t, ht⟩ := key _ hneg
  exact ⟨t • w, S.smul_mem t hwS, by rw [ray]; exact ht⟩

end

end UnboundedBelow
```

Compiling this gives:

```
Try this:
  [apply] ring_nf
  
  The `ring` tactic failed to close the goal. Use `ring_nf` to obtain a normal form.
    
  Note that `ring` works primarily in *commutative* rings. If you have a noncommutative ring, abelian group or module, consider using `noncomm_ring`, `abel` or `module` instead.
Main.lean:22:44: error: unsolved goals
E : Type u_1
inst✝¹ : NormedAddCommGroup E
inst✝ : InnerProductSpace ℝ E
H O : E →ₗ[ℝ] E
v : E
S : Submodule ℝ E
δ : ℝ
w : E
hwS : w ∈ S
hw : O w = w
hneg : ⟪w, H w⟫_ℝ + δ * ‖w‖ ^ 2 < 0
c t : ℝ
⊢ t ^ 2 * ⟪w, H w⟫_ℝ + δ * ‖t • w‖ ^ 2 = t ^ 2 * ⟪w, H w⟫_ℝ + t ^ 2 * δ * ‖w‖ ^ 2
```

What went wrong. The error is in `ray`, the formula for the functional at tw. The "Try this" message says that `ring` could not close the goal and only brought it to a normal form; the error shows the equation left over. Its two sides differ in one term, δ‖tw‖² on the left and t²δ‖w‖² on the right. These are equal, but `ring` does not know how a norm scales and treats `‖t • w‖` and `‖w‖` as unrelated quantities.

The norm of tw came from the `simp only` call. Once δ had been taken out of the inner product, ⟨tw, tw⟩ remained. Two kinds of lemma could rewrite it: the `real_inner_smul` lemmas, which take out the factors t, and `real_inner_self_eq_norm_sq`, which turns the inner product of a vector with itself into a squared norm. The latter was applied first, and t was shut inside the norm, where no lemma in the list could reach it.

The repair removes `real_inner_self_eq_norm_sq` from the list, so `simp only` takes out both factors t and leaves ⟨w, w⟩. The new `rw` line then turns this into ‖w‖², and `ring` closes the goal.

After these edits no error is left:

```diff
@@ -23,5 +23,6 @@
     intro t
     simp only [pairFunctional, map_smul, hw, sub_self, inner_zero_left, inner_add_right,
-      real_inner_smul_left, real_inner_smul_right, real_inner_self_eq_norm_sq]
+      real_inner_smul_left, real_inner_smul_right]
+    rw [real_inner_self_eq_norm_sq w]
     ring
   -- a downward parabola passes below every level
```
